# At half filling, site-dependent \(U_i\) leave the thermal density uniform in a finite bipartite Hubbard model with particle-hole symmetric interactions

## Can unequal interactions pull charge onto some sites?

I can't tell whether the charge pattern in my mean-field run is physics or an artefact. The cluster is finite and bipartite, with real hopping, and the interaction \(U_i(n_{i\uparrow}-\tfrac12)(n_{i\downarrow}-\tfrac12)\) is attractive on some sites and repulsive on others. Shouldn't electrons gather where they attract each other, at least at low temperature?

## The exact average is one half per spin on every site

If your Hamiltonian has only these terms, with hopping between the sublattices and no added chemical potential, the exact grand-canonical density at \(T>0\) is uniform, and a charge pattern in a mean-field run for the same ensemble is an artefact of the approximation. Expanding the interaction shows why the density need not follow \(U_i\): it contains a site energy \(-U_i/2\) for each spin, which compensates the interaction. With a plain \(U_i n_{i\uparrow}n_{i\downarrow}\) and one common chemical potential, this compensation is generally lost when the \(U_i\) differ.

Let \(c_a\) annihilate an electron in the mode \(a=(i,s)\), with site \(i\) and spin \(s\), let \(n_a=c_a^\dagger c_a\), and let

\[
H=\sum_{i,j,s}t_{ij}c_{is}^\dagger c_{js}+\sum_i U_i(n_{i\uparrow}-\tfrac12)(n_{i\downarrow}-\tfrac12),
\]

where \(t\) is real, symmetric and zero within each sublattice. Averages are \(\langle A\rangle=\mathrm{tr}(e^{-\beta H}A)/\mathrm{tr}\,e^{-\beta H}\), with \(\beta=1/k_BT\).

**Exchange particles and holes.** Set \(\sigma_a=+1\) on one sublattice and \(-1\) on the other, and \(w_a=c_a+\sigma_ac_a^\dagger\). Since \(c_a^2=0\) and \(c_ac_a^\dagger+c_a^\dagger c_a=1\),

\[
w_a^2=\sigma_a,\qquad w_ac_a=\sigma_ac_a^\dagger w_a,\qquad w_ac_a^\dagger=\sigma_ac_aw_a,
\]

while \(w_a\) anticommutes with the operators of every other mode. The product \(W\) of all \(w_a\) is therefore invertible, and with one common sign \(\eta\),

\[
Wc_aW^{-1}=\eta\sigma_ac_a^\dagger,\quad Wc_a^\dagger W^{-1}=\eta\sigma_ac_a,\quad
Wc_a^\dagger c_bW^{-1}=\sigma_a\sigma_bc_ac_b^\dagger .
\]

Between sublattices the last expression is \(-c_ac_b^\dagger=c_b^\dagger c_a\), so symmetric hopping is unchanged. Each \(n_a-\tfrac12\) changes sign, so the interaction is unchanged too. Hence \(W\) commutes with \(H\) and with \(e^{-\beta H}\). For \(i,j\) on one sublattice, cyclicity of the trace gives

\[
\langle c_{is}^\dagger c_{js}\rangle=\langle c_{is}c_{js}^\dagger\rangle=\delta_{ij}-\langle c_{js}^\dagger c_{is}\rangle .
\]

**Transpose.** In the occupation-number basis the \(c_a\) are real, so \((c_{is}^\dagger c_{js})^T=c_{js}^\dagger c_{is}\) and \(H^T=H\). Thus \(x=\langle c_{is}^\dagger c_{js}\rangle\) also equals \(\langle c_{js}^\dagger c_{is}\rangle\), and \(x=\delta_{ij}-x\). The average is \(\tfrac12\) for \(i=j\) and zero for two different sites of one sublattice; the two spins add up to a mean of one electron per site, which is half filling.

**One site.** Here \(t=0\). The empty and doubly occupied states have energy \(U/4\), the singly occupied ones \(-U/4\). Spin up is filled in one state of each pair, so its mean occupation is \(\tfrac12\).

**An on-site energy spoils it.** For a single site with \(U=0\) and \(t_{11}=\varepsilon\), the mean occupation of each spin is \(1/(e^{\beta\varepsilon}+1)\), which differs from \(\tfrac12\) when \(\beta\varepsilon\ne0\). The diagonal of \(t\) therefore can't be arbitrary.

In the Lean file, `IsFermi c` states the anticommutation relations and the real matrix elements, `ᴴ` is the adjoint, and `n` indexes the many-particle basis. Spins up and down are `0` and `1`, `sub` assigns the sublattices, and `hb` forbids hopping within them, including on-site terms. The theorem `uniform_density` holds for every real `β`, hence for every \(T>0\), on a finite lattice and for equal spins. As \(T\to0\) the value stays \(\tfrac12\), which is then the equal-weight average over the ground states; a single state of a degenerate ground level can have a different density. The theorem says nothing about density–density correlations, where a tendency to charge order could still show.

```lean
import Mathlib

open Matrix
open scoped ComplexOrder

namespace HubbardUniformDensity

noncomputable section

variable {M Λ n : Type*} [Fintype n] [DecidableEq n] [DecidableEq M]
  [Fintype Λ] [DecidableEq Λ]

/-- Fermionic annihilation matrices: canonical anticommutation relations, and real matrix
elements as in the occupation-number basis. -/
structure IsFermi (c : M → Matrix n n ℂ) : Prop where
  anti : ∀ a b, c a * c b + c b * c a = 0
  mixed : ∀ a b, c a * (c b)ᴴ + (c b)ᴴ * c a = if a = b then 1 else 0
  real : ∀ a, (c a)ᵀ = (c a)ᴴ

/-- The occupation of a mode measured from one half, `n_a - 1/2`. -/
def dev (c : M → Matrix n n ℂ) (a : M) : Matrix n n ℂ :=
  (c a)ᴴ * c a - (1 / 2 : ℂ) • 1

/-- The Hubbard Hamiltonian with hopping `t` and site-dependent interaction `U`;
spin up is `0` and spin down is `1`. -/
def hubbard (t : Λ → Λ → ℝ) (U : Λ → ℝ) (c : Λ × Fin 2 → Matrix n n ℂ) : Matrix n n ℂ :=
  ∑ i, ∑ j, ∑ s, (t i j : ℂ) • ((c (i, s))ᴴ * c (j, s)) +
    ∑ i, (U i : ℂ) • (dev c (i, 0) * dev c (i, 1))

/-- The Boltzmann operator `exp(-βH)`. -/
def gibbs (β : ℝ) (H : Matrix n n ℂ) : Matrix n n ℂ :=
  NormedSpace.exp (((-β : ℝ) : ℂ) • H)

/-- The thermal average of `A`, for a nonzero partition function `tr exp(-βH)`. -/
def average (β : ℝ) (H A : Matrix n n ℂ) : ℂ :=
  (gibbs β H * A).trace / (gibbs β H).trace

/-- The sign `+1` or `-1` attached to a sublattice. -/
def sgn (b : Bool) : ℂ := if b then 1 else -1

/-- The partition function of a Hermitian Hamiltonian on a nonzero space does not vanish. -/
theorem partition_ne_zero [Nonempty n] (β : ℝ) {H : Matrix n n ℂ} (hH : Hᴴ = H) :
    (gibbs β H).trace ≠ 0 := by
  have herm : ∀ r : ℝ, (NormedSpace.exp ((r : ℂ) • H))ᴴ = NormedSpace.exp ((r : ℂ) • H) := by
    intro r
    rw [← Matrix.exp_conjTranspose, conjTranspose_smul, hH, Complex.star_def,
      Complex.conj_ofReal]
  -- the Boltzmann operator is the square of a Hermitian invertible matrix
  have split : gibbs β H = (NormedSpace.exp (((-β / 2 : ℝ) : ℂ) • H))ᴴ *
      NormedSpace.exp (((-β / 2 : ℝ) : ℂ) • H) := by
    rw [herm, ← Matrix.exp_add_of_commute _ _ (Commute.refl _), ← add_smul,
      ← Complex.ofReal_add, add_halves, gibbs]
  intro h
  rw [split, trace_conjTranspose_mul_self_eq_zero_iff] at h
  have hu := Matrix.isUnit_exp (((-β / 2 : ℝ) : ℂ) • H)
  rw [h] at hu
  exact not_isUnit_zero hu

/-- Creation operators anticommute. -/
theorem IsFermi.antiStar {c : M → Matrix n n ℂ} (h : IsFermi c) (a b : M) :
    (c a)ᴴ * (c b)ᴴ + (c b)ᴴ * (c a)ᴴ = 0 := by
  have := congrArg conjTranspose (h.anti b a)
  simpa only [conjTranspose_add, conjTranspose_mul, conjTranspose_zero] using this

/-- For symmetric real hopping the Hubbard Hamiltonian is Hermitian and equals its transpose. -/
theorem hubbard_symm {c : Λ × Fin 2 → Matrix n n ℂ} (h : IsFermi c) {t : Λ → Λ → ℝ}
    (ht : ∀ i j, t i j = t j i) (U : Λ → ℝ) :
    (hubbard t U c)ᴴ = hubbard t U c ∧ (hubbard t U c)ᵀ = hubbard t U c := by
  have hT : ∀ a, ((c a)ᴴ)ᵀ = c a := fun a => by rw [← h.real, transpose_transpose]
  -- occupations of the two spin species commute
  have hc : ∀ i, dev c (i, 1) * dev c (i, 0) = dev c (i, 0) * dev c (i, 1) := by
    intro i
    have e1 := h.mixed (i, 1) (i, 0)
    have e2 := h.mixed (i, 0) (i, 1)
    rw [if_neg (by simp)] at e1 e2
    have hn : Commute ((c (i, 1))ᴴ * c (i, 1)) ((c (i, 0))ᴴ * c (i, 0)) := by
      change _ * _ = _ * _
      linear_combination (norm := noncomm_ring) (c (i, 1))ᴴ * e1 * c (i, 0)
        - h.antiStar (i, 1) (i, 0) * (c (i, 1) * c (i, 0))
        + (c (i, 0))ᴴ * (c (i, 1))ᴴ * h.anti (i, 1) (i, 0) - (c (i, 0))ᴴ * e2 * c (i, 1)
    exact ((hn.sub_left ((Commute.one_left _).smul_left _)).sub_right
      ((Commute.one_right _).smul_right _)).eq
  have hd : ∀ a, (dev c a)ᴴ = dev c a := fun a => by simp [dev]
  have hdT : ∀ a, (dev c a)ᵀ = dev c a := fun a => by
    rw [dev, transpose_sub, transpose_mul, transpose_smul, transpose_one, hT, h.real]
  constructor
  · rw [hubbard, conjTranspose_add]
    simp only [conjTranspose_sum, conjTranspose_smul, conjTranspose_mul,
      conjTranspose_conjTranspose, Complex.star_def, Complex.conj_ofReal, hd, hc]
    congr 1
    rw [Finset.sum_comm]
    exact Finset.sum_congr rfl fun i _ => Finset.sum_congr rfl fun j _ => by rw [ht j i]
  · rw [hubbard, transpose_add]
    simp only [transpose_sum, transpose_smul, transpose_mul, hT, h.real, hdT, hc]
    congr 1
    rw [Finset.sum_comm]
    exact Finset.sum_congr rfl fun i _ => Finset.sum_congr rfl fun j _ => by rw [ht j i]

/-- For any signs `σ` and any finite set `S` of modes, an invertible operator exchanges creation
and annihilation on `S` with these signs, up to one common sign, and only multiplies the other
modes by a sign. -/
theorem exists_particleHole {c : M → Matrix n n ℂ} (h : IsFermi c) (σ : M → ℂ)
    (hσ : ∀ a, σ a * σ a = 1) (S : Finset M) :
    ∃ (W : (Matrix n n ℂ)ˣ) (η : ℂ), η * η = 1 ∧
      (∀ a ∈ S, (W : Matrix n n ℂ) * c a = (η * σ a) • ((c a)ᴴ * (W : Matrix n n ℂ)) ∧
        (W : Matrix n n ℂ) * (c a)ᴴ = (η * σ a) • (c a * (W : Matrix n n ℂ))) ∧
      (∀ a ∉ S, (W : Matrix n n ℂ) * c a = (-η) • (c a * (W : Matrix n n ℂ)) ∧
        (W : Matrix n n ℂ) * (c a)ᴴ = (-η) • ((c a)ᴴ * (W : Matrix n n ℂ))) := by
  have push : ∀ (w W x y z : Matrix n n ℂ) (k l m : ℂ), k * l = m → W * x = k • (y * W) →
      w * y = l • (z * w) → (w * W) * x = m • (z * (w * W)) := by
    intro w W x y z k l m hm h1 h2
    rw [mul_assoc w W x, h1, mul_smul_comm, ← mul_assoc w y W, h2, smul_mul_assoc, smul_smul,
      hm, mul_assoc z w W]
  induction S using Finset.induction_on with
  | empty => exact ⟨1, -1, by norm_num, by simp, by simp⟩
  | insert a S ha ih =>
    obtain ⟨W, η, hη, hin, hout⟩ := ih
    have hsq : c a * c a = 0 := by
      have := h.anti a a
      rw [← two_smul ℂ] at this
      exact (smul_eq_zero.mp this).resolve_left two_ne_zero
    have hsqH : (c a)ᴴ * (c a)ᴴ = 0 := by rw [← conjTranspose_mul, hsq, conjTranspose_zero]
    -- the factor that exchanges particle and hole in the new mode
    obtain ⟨w, hw⟩ : ∃ w, w = c a + σ a • (c a)ᴴ := ⟨_, rfl⟩
    have hww : w * w = σ a • 1 := by
      have hm := h.mixed a a
      rw [if_pos rfl] at hm
      rw [← hm, hw]
      simp only [add_mul, mul_add, smul_mul_assoc, mul_smul_comm, hsq, hsqH, smul_zero]
      module
    have w1 : w * c a = σ a • ((c a)ᴴ * w) := by
      rw [hw]; simp [add_mul, mul_add, hsq, hsqH]
    have w2 : w * (c a)ᴴ = σ a • (c a * w) := by
      rw [hw]; simp [add_mul, mul_add, hsq, hsqH, smul_smul, hσ]
    have w3 : ∀ b, a ≠ b → w * c b = (-1 : ℂ) • (c b * w) ∧
        w * (c b)ᴴ = (-1 : ℂ) • ((c b)ᴴ * w) := by
      intro b hab
      have e1 := eq_neg_of_add_eq_zero_left (h.anti a b)
      have e2 := eq_neg_of_add_eq_zero_right ((h.mixed b a).trans (if_neg hab.symm))
      have e3 := eq_neg_of_add_eq_zero_left ((h.mixed a b).trans (if_neg hab))
      have e4 := eq_neg_of_add_eq_zero_left (h.antiStar a b)
      rw [hw]
      constructor
      · simp only [add_mul, mul_add, smul_mul_assoc, mul_smul_comm, e1, e2]
        module
      · simp only [add_mul, mul_add, smul_mul_assoc, mul_smul_comm, e3, e4]
        module
    refine ⟨⟨w, σ a • w, by rw [mul_smul_comm, hww, smul_smul, hσ, one_smul],
      by rw [smul_mul_assoc, hww, smul_smul, hσ, one_smul]⟩ * W, -η,
      by rw [neg_mul_neg, hη], ?_, ?_⟩
    · intro b hb
      rw [Units.val_mul]
      rcases Finset.mem_insert.mp hb with rfl | hb
      · exact ⟨push _ _ _ _ _ _ _ _ rfl (hout b ha).1 w1,
          push _ _ _ _ _ _ _ _ rfl (hout b ha).2 w2⟩
      · have hab : a ≠ b := fun e => ha (e ▸ hb)
        exact ⟨push _ _ _ _ _ _ _ _ (by ring) (hin b hb).1 (w3 b hab).2,
          push _ _ _ _ _ _ _ _ (by ring) (hin b hb).2 (w3 b hab).1⟩
    · intro b hb
      rw [Units.val_mul]
      rw [Finset.mem_insert, not_or] at hb
      have hab : a ≠ b := fun e => hb.1 e.symm
      exact ⟨push _ _ _ _ _ _ _ _ (by ring) (hout b hb.2).1 (w3 b hab).1,
        push _ _ _ _ _ _ _ _ (by ring) (hout b hb.2).2 (w3 b hab).2⟩

/-- With symmetric hopping between sublattices only, particle and hole correlations within a
sublattice agree: `⟨c†_i c_j⟩ = ⟨c_i c†_j⟩`. -/
theorem average_exchange {c : Λ × Fin 2 → Matrix n n ℂ} (h : IsFermi c) {t : Λ → Λ → ℝ}
    (ht : ∀ i j, t i j = t j i) (sub : Λ → Bool) (hb : ∀ i j, sub i = sub j → t i j = 0)
    (U : Λ → ℝ) (β : ℝ) {i j : Λ} (hij : sub i = sub j) (s : Fin 2) :
    average β (hubbard t U c) ((c (i, s))ᴴ * c (j, s)) =
      average β (hubbard t U c) (c (i, s) * (c (j, s))ᴴ) := by
  have same : ∀ p, sgn p * sgn p = 1 := by intro p; cases p <;> simp [sgn]
  have opp : ∀ p q, p ≠ q → sgn p * sgn q = -1 := by
    intro p q; cases p <;> cases q <;> simp [sgn]
  obtain ⟨W, η, hη, hW, -⟩ :=
    exists_particleHole h (fun a => sgn (sub a.1)) (fun a => same _) Finset.univ
  obtain ⟨V, hV⟩ : ∃ V : Matrix n n ℂ, V = W := ⟨_, rfl⟩
  have hW' : ∀ a, V * c a = (η * sgn (sub a.1)) • ((c a)ᴴ * V) ∧
      V * (c a)ᴴ = (η * sgn (sub a.1)) • (c a * V) := by
    rw [hV]; exact fun a => hW a (Finset.mem_univ a)
  have hp : ∀ a b, V * ((c a)ᴴ * c b) =
      (sgn (sub a.1) * sgn (sub b.1)) • (c a * (c b)ᴴ * V) := by
    intro a b
    rw [← mul_assoc V (c a)ᴴ (c b), (hW' a).2, smul_mul_assoc, mul_assoc (c a) V (c b),
      (hW' b).1, mul_smul_comm, smul_smul, ← mul_assoc (c a) (c b)ᴴ V]
    congr 1
    linear_combination (sgn (sub a.1) * sgn (sub b.1)) * hη
  have hd : ∀ a, V * dev c a = -(dev c a * V) := by
    intro a
    have e := eq_sub_of_add_eq ((h.mixed a a).trans (if_pos rfl))
    rw [dev, mul_sub, hp, same, e, one_smul, mul_smul_comm, mul_one]
    simp only [sub_mul, smul_mul_assoc, one_mul]
    module
  -- the exchange leaves the Hamiltonian unchanged
  have hH : V * hubbard t U c = hubbard t U c * V := by
    rw [hubbard, mul_add, add_mul]
    congr 1
    · simp only [Finset.mul_sum, Finset.sum_mul]
      rw [Finset.sum_comm]
      refine Finset.sum_congr rfl fun k _ => Finset.sum_congr rfl fun l _ =>
        Finset.sum_congr rfl fun r _ => ?_
      by_cases hs : sub k = sub l
      · rw [hb l k hs.symm, hb k l hs]; simp
      · have hne : (l, r) ≠ (k, r) := fun e => hs (by rw [(Prod.mk.inj e).1])
        have e := eq_neg_of_add_eq_zero_left ((h.mixed (l, r) (k, r)).trans (if_neg hne))
        rw [mul_smul_comm, hp, opp _ _ (Ne.symm hs), e, ht l k]
        simp
    · rw [Finset.mul_sum, Finset.sum_mul]
      refine Finset.sum_congr rfl fun k _ => ?_
      rw [mul_smul_comm, smul_mul_assoc]
      congr 1
      linear_combination (norm := noncomm_ring)
        hd (k, 0) * dev c (k, 1) - dev c (k, 0) * hd (k, 1)
  have hA := hp (i, s) (j, s)
  simp only [hij, same, one_smul] at hA
  rw [hV] at hH hA
  have hρ : (W : Matrix n n ℂ) * gibbs β (hubbard t U c) * (W⁻¹ : (Matrix n n ℂ)ˣ) =
      gibbs β (hubbard t U c) := by
    rw [gibbs, ← Matrix.exp_units_conj, mul_smul_comm, smul_mul_assoc, hH, mul_assoc,
      Units.mul_inv, mul_one]
  -- cyclicity of the trace moves the exchange onto the observable
  have key : (gibbs β (hubbard t U c) * ((c (i, s))ᴴ * c (j, s))).trace =
      (gibbs β (hubbard t U c) * (c (i, s) * (c (j, s))ᴴ)).trace := by
    calc _ = (gibbs β (hubbard t U c) * ((W⁻¹ : (Matrix n n ℂ)ˣ) *
          (c (i, s) * (c (j, s))ᴴ * (W : Matrix n n ℂ)))).trace := by
          rw [← hA, Units.inv_mul_cancel_left]
      _ = ((gibbs β (hubbard t U c) * (W⁻¹ : (Matrix n n ℂ)ˣ) *
          (c (i, s) * (c (j, s))ᴴ)) * (W : Matrix n n ℂ)).trace := by
          simp only [mul_assoc]
      _ = ((W : Matrix n n ℂ) * gibbs β (hubbard t U c) * (W⁻¹ : (Matrix n n ℂ)ˣ) *
          (c (i, s) * (c (j, s))ᴴ)).trace := by
          rw [trace_mul_comm]; simp only [mul_assoc]
      _ = _ := by rw [hρ]
  rw [average, average, key]

/-- **Uniform density theorem.** With real symmetric hopping between sublattices only and any
real `U_i`, at every real `β` the average of `c†_i c_j` for equal spins and `i`, `j` on one
sublattice is `1/2` if `i = j` and `0` otherwise. -/
theorem uniform_density [Nonempty n] {c : Λ × Fin 2 → Matrix n n ℂ} (h : IsFermi c)
    {t : Λ → Λ → ℝ} (ht : ∀ i j, t i j = t j i) (sub : Λ → Bool)
    (hb : ∀ i j, sub i = sub j → t i j = 0) (U : Λ → ℝ) (β : ℝ) {i j : Λ}
    (hij : sub i = sub j) (s : Fin 2) :
    average β (hubbard t U c) ((c (i, s))ᴴ * c (j, s)) = if i = j then 1 / 2 else 0 := by
  obtain ⟨hH, hT⟩ := hubbard_symm h ht U
  have hZ := partition_ne_zero β hH
  have hx := average_exchange h ht sub hb U β hij s
  -- real matrix elements make the correlation symmetric in i and j
  have hr : average β (hubbard t U c) ((c (j, s))ᴴ * c (i, s)) =
      average β (hubbard t U c) ((c (i, s))ᴴ * c (j, s)) := by
    have hρ : (gibbs β (hubbard t U c))ᵀ = gibbs β (hubbard t U c) := by
      rw [gibbs, ← Matrix.exp_transpose, transpose_smul, hT]
    have hA : ((c (i, s))ᴴ * c (j, s))ᵀ = (c (j, s))ᴴ * c (i, s) := by
      rw [transpose_mul, h.real, ← h.real (i, s), transpose_transpose]
    have e := trace_transpose (gibbs β (hubbard t U c) * ((c (i, s))ᴴ * c (j, s)))
    rw [transpose_mul, hρ, hA, trace_mul_comm] at e
    rw [average, average, e]
  have e : c (i, s) * (c (j, s))ᴴ =
      (if i = j then (1 : ℂ) else 0) • 1 - (c (j, s))ᴴ * c (i, s) := by
    rw [eq_sub_of_add_eq (h.mixed (i, s) (j, s))]
    by_cases hk : i = j <;> simp [hk]
  have key : average β (hubbard t U c) (c (i, s) * (c (j, s))ᴴ) =
      (if i = j then (1 : ℂ) else 0) -
        average β (hubbard t U c) ((c (j, s))ᴴ * c (i, s)) := by
    rw [e]
    simp only [average, mul_sub, trace_sub, mul_smul_comm, mul_one, trace_smul, smul_eq_mul,
      sub_div, mul_div_assoc, div_self hZ]
  rw [hr, ← hx] at key
  by_cases hk : i = j
  · rw [if_pos hk] at key ⊢
    linear_combination key / 2
  · rw [if_neg hk] at key ⊢
    linear_combination key / 2

/-- One more fermionic mode, adjoined by doubling the space with a sign on the old modes. -/
def addMode {k : ℕ} (c : Fin k → Matrix n n ℂ) : Fin (k + 1) → Matrix (n ⊕ n) (n ⊕ n) ℂ :=
  Fin.cons (fromBlocks 0 1 0 0) (fun a => fromBlocks (c a) 0 0 (-c a))

/-- Adjoining a mode to fermionic annihilation matrices gives fermionic annihilation matrices. -/
theorem isFermi_addMode {k : ℕ} {c : Fin k → Matrix n n ℂ} (h : IsFermi c) :
    IsFermi (addMode c) := by
  refine ⟨fun a b => ?_, fun a b => ?_, fun a => ?_⟩
  · cases a using Fin.cases <;> cases b using Fin.cases <;>
      simp [addMode, fromBlocks_multiply, fromBlocks_add, h.anti]
  · cases a using Fin.cases <;> cases b using Fin.cases <;>
      simp [addMode, fromBlocks_multiply, fromBlocks_add, fromBlocks_conjTranspose, h.mixed,
        (Fin.succ_ne_zero _).symm]
    split_ifs <;> simp
  · cases a using Fin.cases <;>
      simp [addMode, fromBlocks_transpose, fromBlocks_conjTranspose, h.real]

/-- The annihilation matrices of two sites with two spin states each, built from the vacuum. -/
def dimer (a : Fin 2 × Fin 2) :=
  addMode (addMode (addMode (addMode (fun x : Fin 0 => (x.elim0 : Matrix Unit Unit ℂ)))))
    (finProdFinEquiv a)

/-- The two-site model with hopping `τ` between its sites meets the conditions on the operators,
on the symmetry of the hopping and on the sublattices. -/
theorem dimer_witness (τ : ℝ) : IsFermi dimer ∧
    (∀ i j, !![0, τ; τ, 0] i j = !![0, τ; τ, 0] j i) ∧
    (∀ i j, ![true, false] i = ![true, false] j → !![0, τ; τ, 0] i j = 0) := by
  have h0 : IsFermi (fun x : Fin 0 => (x.elim0 : Matrix Unit Unit ℂ)) :=
    ⟨fun a => a.elim0, fun a => a.elim0, fun a => a.elim0⟩
  have h4 := isFermi_addMode (isFermi_addMode (isFermi_addMode (isFermi_addMode h0)))
  refine ⟨⟨fun a b => h4.anti _ _, fun a b => (h4.mixed _ _).trans
    (if_congr finProdFinEquiv.injective.eq_iff rfl rfl), fun a => h4.real _⟩, ?_, ?_⟩
  · intro i j; fin_cases i <;> fin_cases j <;> simp
  · intro i j; fin_cases i <;> fin_cases j <;> simp

end

end HubbardUniformDensity
```

```lean
#print axioms HubbardUniformDensity.uniform_density
```

```
'HubbardUniformDensity.uniform_density' depends on axioms: [propext, Classical.choice, Quot.sound]
```

`exists_particleHole` builds \(W\) by induction on the set of modes; its local lemma `push` moves an operator past one more factor and collects the signs. `average_exchange` shows that \(W\) commutes with \(H\) and then uses cyclicity. `hubbard_symm` supplies \(H^\dagger=H\) and \(H^T=H\).

`partition_ne_zero` justifies the division: \(e^{-\beta H}=E^\dagger E\) with \(E=e^{-\beta H/2}\) invertible, and the trace of \(E^\dagger E\) vanishes only for \(E=0\). In `uniform_density`, `hr` is the transposition step, and `linear_combination key / 2` solves \(x=\delta_{ij}-x\).

Finally, `dimer_witness` shows that a two-site model on a 16-dimensional space meets the conditions on the operators, hopping and sublattices.

For grand-canonical simulations of finite clusters with this Hamiltonian and no added chemical potential, the mean occupation \(\tfrac12\) per site and spin is a check at any \(T>0\) and for any choice of real \(U_i\).
